# Bounds on the ground energy of the one-electron Holstein dimer with truncated phonons

An electron hops between two molecules, and whichever one it occupies deforms. The deformation lowers the energy, but one that suits the electron on one molecule does not suit it on the other. I describe this by the Holstein dimer with one relative vibration,

$$H = w\,a^{T}a + g\,\sigma_z(a+a^{T}) - t\,\sigma_x ,$$

where $w$ is the phonon energy, $g$ the coupling of the electron to this relative vibration and $t$ the hopping amplitude, all positive. The matrix $a$ removes a phonon, $\sigma_z=\pm1$ tells the two molecules apart and $\sigma_x$ swaps them. The in-phase vibration couples equally to both sites and so separates off; its energy is left out, as is the zero-point energy. To diagonalise $H$ numerically I keep only the $N\ge 2$ lowest oscillator levels. I believe that the lowest eigenvalue $E$ then satisfies

$$-t-\frac{g^2}{w} \;<\; E \;\le\; \frac w2-\sqrt{\Big(\frac w2+t\Big)^2+g^2}.$$

Can this be made rigorous for every such $N$, truncation included, and checked by machine?

## Both bounds hold at every cutoff $N\ge2$

Yes. Completing squares gives the lower bound, and a two-component trial state gives the upper one, which is the exact ground energy at $N=2$.

### Three squares bound the energy from below

Write a state as $\psi=(u,v)$, where $u$ and $v$ are the phonon vectors on the two sites. Since $u\cdot a^{T}u=u\cdot au$,

$$\psi\cdot H\psi = w\big(|au|^2+|av|^2\big)+2g\,(u\cdot au-v\cdot av)-2t\,u\cdot v .$$

Adding $(t+g^2/w)(|u|^2+|v|^2)$ completes every square:

$$w\Big|au+\frac gw u\Big|^2+w\Big|av-\frac gw v\Big|^2+t\,|u-v|^2 .$$

No commutator of $a$ with $a^{T}$ was used, so truncation does no harm. For an eigenvector the sum equals $(E+t+g^2/w)|\psi|^2$, hence $E\ge -t-g^2/w$. Equality would make all three squares vanish. Then $u=v$, and $au$ equals both $-\frac gw u$ and $\frac gw u$, so $u=0$ and the state is zero. The inequality is therefore strict.

### A trial state bounds it from above

Let $e$ be the phonon vacuum and $f$ the one-phonon state, so that $ae=0$ and $af=e$. Take

$$\psi=(p\,e+q\,f,\;p\,e-q\,f),$$

which mixes the bonding orbital without phonons and the antibonding orbital with one phonon. Here $|\psi|^2=2(p^2+q^2)$, and the normalised energy is

$$\frac{-t\,p^2+2g\,pq+(w+t)\,q^2}{p^2+q^2}.$$

This is a two-level problem with levels $-t$ and $w+t$ and coupling $g$. With $R=\sqrt{(w/2+t)^2+g^2}$, its lowest value is $w/2-R$, reached at $p=g$, $q=w/2+t-R$. By the variational principle, $E\le w/2-R$.

### At two phonon levels the upper bound is exact

For $N=2$, write $u=(u_0,u_1)$ and $v=(v_0,v_1)$, and set $p=u_0+v_0$, $q=u_1-v_1$, $p'=u_0-v_0$, $q'=u_1+v_1$. Then $\psi\cdot H\psi-(w/2-R)|\psi|^2$ is half the sum of

$$\Big(R-\frac w2-t\Big)p^2+2g\,pq+\Big(R+\frac w2+t\Big)q^2,$$

$$\Big(R-\frac w2+t\Big)p'^2+2g\,p'q'+\Big(R+\frac w2-t\Big)q'^2 .$$

Both leading coefficients are positive because $R>w/2+t$. The products of the outer coefficients are $g^2$ and $g^2+2wt$, so neither form can be negative. No energy lies below $w/2-R$.

### Numbers for $w=6$, $t=1$, $g=3$

Here $R=\sqrt{4^2+3^2}=5$. The lower bound is $-1-9/6=-2.5$ and the upper bound is $3-5=-2$. The optimal amplitudes $(p,q)=(3,-1)$ give the normalised energy $(-9-18+7)/10=-2$, as they should. At $N=2$ the ground energy is exactly $-2$; for larger $N$ it lies above $-2.5$ and no higher than $-2$.

### How the Lean statement encodes the dimer

`lowering N` is the matrix $a$, with entry $\sqrt j$ at $(i,j)$ when $i+1=j$ and zero otherwise; indices start at 0, the vacuum. `holstein w t g N` is the Hamiltonian in $2\times2$ blocks over the electron sites. Its index type `Fin N ⊕ Fin N` says which site and which phonon level, and `Sum.elim u v` is the state $(u,v)$. `energies A` is the set of real numbers that have a non-zero real eigenvector, and `IsLeast` says that a number belongs to this set and is its minimum.

`ground_energy_bounds` states that, for positive $w,t,g$ and $N\ge2$, a lowest energy exists and obeys both bounds. `two_level_ground_energy` identifies it at $N=2$.

The model has one electron, one relative vibration and a finite cutoff; the limit $N\to\infty$ is not treated. For positive parameters and $N\ge2$, the bounds give a window against which a numerically computed lowest eigenvalue of this matrix can be compared, up to rounding.

```lean
import Mathlib

open Matrix

namespace HolsteinDimer

noncomputable section

/-- The phonon lowering matrix on the `N` lowest oscillator levels. -/
def lowering (N : ℕ) : Matrix (Fin N) (Fin N) ℝ :=
  Matrix.of fun i j => if i.val + 1 = j.val then √(j.val : ℝ) else 0

/-- The Holstein dimer `w aᵀa + g σ_z (a + aᵀ) - t σ_x`, written in blocks over the two
electron sites. -/
def holstein (w t g : ℝ) (N : ℕ) : Matrix (Fin N ⊕ Fin N) (Fin N ⊕ Fin N) ℝ :=
  fromBlocks
    (w • ((lowering N)ᵀ * lowering N) + g • (lowering N + (lowering N)ᵀ)) (-(t • 1))
    (-(t • 1)) (w • ((lowering N)ᵀ * lowering N) - g • (lowering N + (lowering N)ᵀ))

/-- The energies of a real matrix Hamiltonian: its eigenvalues. -/
def energies {n : Type*} [Fintype n] (A : Matrix n n ℝ) : Set ℝ :=
  {E | ∃ ψ : n → ℝ, ψ ≠ 0 ∧ A *ᵥ ψ = E • ψ}

/-- The overlap of two dimer states is the sum of the overlaps on the two sites. -/
lemma elim_dot {N : ℕ} (u v x y : Fin N → ℝ) :
    Sum.elim u v ⬝ᵥ Sum.elim x y = u ⬝ᵥ x + v ⬝ᵥ y := by
  simp [dotProduct, Fintype.sum_sum_type]

/-- The Holstein dimer Hamiltonian is Hermitian. -/
theorem holstein_isHermitian (w t g : ℝ) (N : ℕ) : (holstein w t g N).IsHermitian := by
  change (holstein w t g N)ᴴ = holstein w t g N
  rw [conjTranspose_eq_transpose_of_trivial, holstein, fromBlocks_transpose]
  simp only [transpose_add, transpose_sub, transpose_neg, transpose_smul, transpose_one,
    transpose_mul, transpose_transpose, add_comm (lowering N)ᵀ (lowering N)]

/-- The quadratic form `ψ ⬝ᵥ H ψ` of a vector `ψ` with phonon components `u` and `v` on the two
sites; for a normalised `ψ` it is the mean energy. -/
theorem energy_form (w t g : ℝ) {N : ℕ} (u v : Fin N → ℝ) :
    Sum.elim u v ⬝ᵥ (holstein w t g N *ᵥ Sum.elim u v) =
      w * ((lowering N *ᵥ u) ⬝ᵥ (lowering N *ᵥ u) + (lowering N *ᵥ v) ⬝ᵥ (lowering N *ᵥ v))
      + 2 * g * (u ⬝ᵥ (lowering N *ᵥ u) - v ⬝ᵥ (lowering N *ᵥ v)) - 2 * t * (u ⬝ᵥ v) := by
  have h1 : ∀ x : Fin N → ℝ, x ⬝ᵥ (((lowering N)ᵀ * lowering N) *ᵥ x) =
      (lowering N *ᵥ x) ⬝ᵥ (lowering N *ᵥ x) := by
    intro x
    rw [← mulVec_mulVec, dotProduct_mulVec, vecMul_transpose]
  have h2 : ∀ x : Fin N → ℝ, x ⬝ᵥ ((lowering N)ᵀ *ᵥ x) = x ⬝ᵥ (lowering N *ᵥ x) := by
    intro x
    rw [dotProduct_mulVec, vecMul_transpose, dotProduct_comm]
  rw [holstein, fromBlocks_mulVec, elim_dot]
  simp only [Sum.elim_comp_inl, Sum.elim_comp_inr, add_mulVec, sub_mulVec, smul_mulVec,
    neg_mulVec, one_mulVec, dotProduct_add, dotProduct_sub, dotProduct_neg, dotProduct_smul,
    smul_eq_mul, h1, h2]
  rw [dotProduct_comm v u]
  ring

/-- Completing the square: for `ψ = (u, v)`, normalised or not, `ψ ⬝ᵥ H ψ` plus `t + g²/w` times the
squared norm is a sum of two displaced oscillator terms and a hopping term. -/
theorem displaced_squares {w : ℝ} (hw : w ≠ 0) (t g : ℝ) {N : ℕ} (u v : Fin N → ℝ) :
    Sum.elim u v ⬝ᵥ (holstein w t g N *ᵥ Sum.elim u v)
        + (t + g ^ 2 / w) * (u ⬝ᵥ u + v ⬝ᵥ v) =
      w * ((lowering N *ᵥ u + (g / w) • u) ⬝ᵥ (lowering N *ᵥ u + (g / w) • u))
      + w * ((lowering N *ᵥ v - (g / w) • v) ⬝ᵥ (lowering N *ᵥ v - (g / w) • v))
      + t * ((u - v) ⬝ᵥ (u - v)) := by
  rw [energy_form]
  simp only [add_dotProduct, dotProduct_add, sub_dotProduct, dotProduct_sub, smul_dotProduct,
    dotProduct_smul, smul_eq_mul]
  rw [dotProduct_comm (lowering N *ᵥ u) u, dotProduct_comm (lowering N *ᵥ v) v,
    dotProduct_comm v u]
  field_simp
  ring

/-- Every energy of the dimer lies strictly above `-t - g²/w`. -/
theorem lower_bound {w t g : ℝ} (hw : 0 < w) (ht : 0 < t) (hg : 0 < g) {N : ℕ} {E : ℝ}
    (hE : E ∈ energies (holstein w t g N)) : -t - g ^ 2 / w < E := by
  obtain ⟨ψ, h0, h⟩ := hE
  obtain ⟨u, v, rfl⟩ : ∃ u v, ψ = Sum.elim u v :=
    ⟨ψ ∘ Sum.inl, ψ ∘ Sum.inr, (Sum.elim_comp_inl_inr ψ).symm⟩
  have hn : ∀ x : Fin N → ℝ, 0 ≤ x ⬝ᵥ x :=
    fun x => Finset.sum_nonneg fun i _ => mul_self_nonneg (x i)
  have key := displaced_squares hw.ne' t g u v
  rw [h, dotProduct_smul, elim_dot, smul_eq_mul] at key
  by_contra hlt
  have hle : (E + (t + g ^ 2 / w)) * (u ⬝ᵥ u + v ⬝ᵥ v) ≤ 0 :=
    mul_nonpos_of_nonpos_of_nonneg (by linarith) (add_nonneg (hn u) (hn v))
  rw [← add_mul] at key
  have a1 := mul_nonneg hw.le (hn (lowering N *ᵥ u + (g / w) • u))
  have a2 := mul_nonneg hw.le (hn (lowering N *ᵥ v - (g / w) • v))
  have a3 := mul_nonneg ht.le (hn (u - v))
  -- all three squares vanish, which forces the state to be zero
  have b1 := dotProduct_self_eq_zero.1 ((mul_eq_zero.1 (le_antisymm (by linarith) a1)).resolve_left hw.ne')
  have b2 := dotProduct_self_eq_zero.1 ((mul_eq_zero.1 (le_antisymm (by linarith) a2)).resolve_left hw.ne')
  have b3 := dotProduct_self_eq_zero.1 ((mul_eq_zero.1 (le_antisymm (by linarith) a3)).resolve_left ht.ne')
  have huv : u = v := sub_eq_zero.1 b3
  subst huv
  have hu : ∀ i, u i = 0 := by
    intro i
    have c1 := congrFun b1 i
    have c2 := congrFun b2 i
    simp only [Pi.add_apply, Pi.sub_apply, Pi.smul_apply, smul_eq_mul, Pi.zero_apply] at c1 c2
    have c3 : g / w * u i = 0 := by linarith
    exact (mul_eq_zero.1 c3).resolve_left (div_pos hg hw).ne'
  apply h0
  funext i
  rcases i with i | i <;> simp [hu]

/-- A Hermitian matrix Hamiltonian has a lowest energy. -/
theorem exists_ground {n : Type*} [Fintype n] [DecidableEq n] [Nonempty n]
    {A : Matrix n n ℝ} (hA : A.IsHermitian) : ∃ E, IsLeast (energies A) E := by
  have hf : (energies A).Finite := by
    refine (Module.End.finite_hasEigenvalue (Matrix.toLin' A)).subset ?_
    rintro E ⟨ψ, h0, h⟩
    exact Module.End.hasEigenvalue_of_hasEigenvector
      ⟨Module.End.mem_eigenspace_iff.2 (by rw [toLin'_apply]; exact h), h0⟩
  have hne : (energies A).Nonempty := by
    obtain ⟨i⟩ := ‹Nonempty n›
    refine ⟨hA.eigenvalues i, (hA.eigenvectorBasis i).ofLp, fun h => ?_,
      hA.mulVec_eigenvectorBasis i⟩
    exact hA.eigenvectorBasis.orthonormal.ne_zero i (by ext j; exact congrFun h j)
  obtain ⟨E, hE, hmin⟩ := Set.exists_min_image _ id hf hne
  exact ⟨E, hE, fun x hx => hmin x hx⟩

/-- Variational principle: no state has a mean energy below the lowest eigenvalue. -/
theorem variational {n : Type*} [Fintype n] [DecidableEq n] {A : Matrix n n ℝ}
    (hA : A.IsHermitian) {E : ℝ} (hE : IsLeast (energies A) E) (ψ : n → ℝ) :
    E * (ψ ⬝ᵥ ψ) ≤ ψ ⬝ᵥ (A *ᵥ ψ) := by
  have hB : (A - E • (1 : Matrix n n ℝ)).IsHermitian := by
    change (A - E • (1 : Matrix n n ℝ))ᴴ = _
    rw [conjTranspose_sub, hA.eq, conjTranspose_smul, conjTranspose_one, star_trivial]
  -- the eigenvalues of the shifted Hamiltonian are excitation energies
  have hP := hB.posSemidef_iff_eigenvalues_nonneg.2 (fun i => by
    have hv := hB.mulVec_eigenvectorBasis i
    have hmem : hB.eigenvalues i + E ∈ energies A := by
      refine ⟨(hB.eigenvectorBasis i).ofLp, fun h => ?_, ?_⟩
      · exact hB.eigenvectorBasis.orthonormal.ne_zero i (by ext j; exact congrFun h j)
      · rw [add_smul, ← hv, sub_mulVec, smul_mulVec, one_mulVec, sub_add_cancel]
    have := hE.2 hmem
    change (0 : ℝ) ≤ hB.eigenvalues i
    linarith)
  have h := hP.dotProduct_mulVec_nonneg ψ
  rw [star_trivial, sub_mulVec, smul_mulVec, one_mulVec, dotProduct_sub, dotProduct_smul,
    smul_eq_mul] at h
  linarith

/-- For any amplitudes `p`, `q` there is a dimer vector `ψ` whose squared norm `ψ ⬝ᵥ ψ` and
quadratic form `ψ ⬝ᵥ H ψ` are twice those of the vector `(p, q)` in a two-level system with levels
`-t`, `w + t` and coupling `g`. -/
theorem trial_state (w t g p q : ℝ) {N : ℕ} (hN : 2 ≤ N) :
    ∃ ψ : Fin N ⊕ Fin N → ℝ, ψ ⬝ᵥ ψ = 2 * (p ^ 2 + q ^ 2) ∧
      ψ ⬝ᵥ (holstein w t g N *ᵥ ψ) =
        2 * (-t * p ^ 2 + 2 * g * p * q + (w + t) * q ^ 2) := by
  -- the phonon vacuum and the one-phonon state
  obtain ⟨e, f, hee, hef, hfe, hff, he, hf⟩ : ∃ e f : Fin N → ℝ, e ⬝ᵥ e = 1 ∧ e ⬝ᵥ f = 0 ∧
      f ⬝ᵥ e = 0 ∧ f ⬝ᵥ f = 1 ∧ lowering N *ᵥ e = 0 ∧ lowering N *ᵥ f = e := by
    refine ⟨Pi.single ⟨0, by omega⟩ 1, Pi.single ⟨1, by omega⟩ 1, by simp,
      by simp [Fin.ext_iff], by simp [Fin.ext_iff],
      by simp, ?_, ?_⟩
    · ext i
      rw [mulVec_single_one]
      simp [lowering]
    · ext i
      rw [mulVec_single_one]
      by_cases h : i.val = 0 <;> simp [lowering, Pi.single_apply, Fin.ext_iff, h]
  refine ⟨Sum.elim (p • e + q • f) (p • e - q • f), ?_, ?_⟩
  · rw [elim_dot]
    simp only [add_dotProduct, dotProduct_add, sub_dotProduct, dotProduct_sub,
      smul_dotProduct, dotProduct_smul, smul_eq_mul, hee, hef, hfe, hff]
    ring
  · rw [energy_form]
    simp only [mulVec_add, mulVec_sub, mulVec_smul, he, hf, smul_zero, zero_add, zero_sub,
      neg_dotProduct, dotProduct_neg, add_dotProduct, sub_dotProduct,
      dotProduct_sub, smul_dotProduct, dotProduct_smul, smul_eq_mul, hee, hef, hfe, hff]
    ring

/-- The truncated Holstein dimer has a lowest energy, and it lies strictly above `-t - g²/w`
and at or below `w/2 - √((w/2 + t)² + g²)`. -/
theorem ground_energy_bounds {w t g : ℝ} (hw : 0 < w) (ht : 0 < t) (hg : 0 < g)
    {N : ℕ} (hN : 2 ≤ N) :
    ∃ E, IsLeast (energies (holstein w t g N)) E ∧ -t - g ^ 2 / w < E ∧
      E ≤ w / 2 - √((w / 2 + t) ^ 2 + g ^ 2) := by
  have : Nonempty (Fin N ⊕ Fin N) := ⟨Sum.inl ⟨0, by omega⟩⟩
  obtain ⟨E, hE⟩ := exists_ground (holstein_isHermitian w t g N)
  refine ⟨E, hE, lower_bound hw ht hg hE.1, ?_⟩
  have hsq : √((w / 2 + t) ^ 2 + g ^ 2) ^ 2 = (w / 2 + t) ^ 2 + g ^ 2 :=
    Real.sq_sqrt (by positivity)
  set R := √((w / 2 + t) ^ 2 + g ^ 2) with hR
  -- optimal amplitudes of the two-level trial problem
  obtain ⟨ψ, hn, he⟩ := trial_state w t g g (w / 2 + t - R) hN
  have hv := variational (holstein_isHermitian w t g N) hE ψ
  rw [hn, he] at hv
  have hid : 2 * (-t * g ^ 2 + 2 * g * g * (w / 2 + t - R) + (w + t) * (w / 2 + t - R) ^ 2) =
      (w / 2 - R) * (2 * (g ^ 2 + (w / 2 + t - R) ^ 2)) := by
    linear_combination (-2 * (w / 2 + t - R)) * hsq
  rw [hid] at hv
  exact le_of_mul_le_mul_right hv (by positivity)

/-- A binary quadratic form with positive leading coefficient and non-negative determinant
is non-negative. -/
lemma form_nonneg {x y g : ℝ} (hx : 0 < x) (h : g ^ 2 ≤ x * y) (p q : ℝ) :
    0 ≤ x * p ^ 2 + 2 * g * p * q + y * q ^ 2 := by
  have h1 : 0 ≤ x * (x * p ^ 2 + 2 * g * p * q + y * q ^ 2) := by
    nlinarith [sq_nonneg (x * p + g * q), mul_nonneg (sub_nonneg.2 h) (sq_nonneg q)]
  exact (mul_nonneg_iff_of_pos_left hx).1 h1

/-- With two phonon levels the lowest energy equals `w/2 - √((w/2 + t)² + g²)`. -/
theorem two_level_ground_energy {w t g : ℝ} (hw : 0 < w) (ht : 0 < t) (hg : 0 < g) :
    IsLeast (energies (holstein w t g 2)) (w / 2 - √((w / 2 + t) ^ 2 + g ^ 2)) := by
  obtain ⟨E, hE, -, hup⟩ := ground_energy_bounds hw ht hg (le_refl 2)
  have hsq : √((w / 2 + t) ^ 2 + g ^ 2) ^ 2 = (w / 2 + t) ^ 2 + g ^ 2 :=
    Real.sq_sqrt (by positivity)
  have hR : w / 2 + t < √((w / 2 + t) ^ 2 + g ^ 2) :=
    Real.lt_sqrt_of_sq_lt (lt_add_of_pos_right _ (by positivity))
  have hlow : w / 2 - √((w / 2 + t) ^ 2 + g ^ 2) ≤ E := by
    generalize √((w / 2 + t) ^ 2 + g ^ 2) = R at hsq hR ⊢
    obtain ⟨ψ, h0, h⟩ := hE.1
    obtain ⟨u, v, rfl⟩ : ∃ u v, ψ = Sum.elim u v :=
      ⟨ψ ∘ Sum.inl, ψ ∘ Sum.inr, (Sum.elim_comp_inl_inr ψ).symm⟩
    have hS : 0 < Sum.elim u v ⬝ᵥ Sum.elim u v :=
      lt_of_le_of_ne (Finset.sum_nonneg fun i _ => mul_self_nonneg _)
        (fun hz => h0 (dotProduct_self_eq_zero.1 hz.symm))
    have hL : ∀ x : Fin 2 → ℝ, lowering 2 *ᵥ x = ![x 1, 0] := by
      intro x
      ext i
      fin_cases i <;> simp [lowering, mulVec, dotProduct, Fin.sum_univ_two]
    have key := energy_form w t g u v
    rw [h, dotProduct_smul, smul_eq_mul] at key
    rw [elim_dot] at key hS
    simp only [hL, dotProduct, Fin.sum_univ_two, cons_val_zero, cons_val_one] at key hS
    -- the two parity sectors give two binary forms
    have q1 := form_nonneg (x := R - w / 2 - t) (y := R + w / 2 + t) (g := g)
      (by linarith) (by nlinarith) (u 0 + v 0) (u 1 - v 1)
    have q2 := form_nonneg (x := R - w / 2 + t) (y := R + w / 2 - t) (g := g)
      (by linarith) (by nlinarith [mul_pos hw ht]) (u 0 - v 0) (u 1 + v 1)
    by_contra hlt
    have hpos := mul_pos (sub_pos.2 (not_le.1 hlt)) hS
    nlinarith [hpos, q1, q2, key]
  have hEq := le_antisymm hup hlow
  rw [← hEq]
  exact hE

end

end HolsteinDimer
```

```lean
#print axioms HolsteinDimer.ground_energy_bounds
#print axioms HolsteinDimer.two_level_ground_energy
```

```
'HolsteinDimer.ground_energy_bounds' depends on axioms: [propext, Classical.choice, Quot.sound]
'HolsteinDimer.two_level_ground_energy' depends on axioms: [propext, Classical.choice, Quot.sound]
```

### How the proof follows the algebra

**Energy and squares.** `elim_dot` splits an overlap into its two site contributions, and `holstein_isHermitian` checks symmetry block by block. `energy_form` is the first displayed energy formula: its local facts `h1` and `h2` move $a^{T}$ across the dot product, and `ring` collects the terms. `displaced_squares` expands the three squares, clears the denominator $w$ with `field_simp` and compares both sides.

**Lower bound.** `lower_bound` applies that identity to an eigenvector and assumes the contrary. The non-negative terms `a1`, `a2` and `a3` must then all vanish, which gives the vector equations `b1`, `b2` and `b3`. Comparing them component by component yields $u=0$, against the eigenvector being non-zero. This lemma needs no condition on $N$.

**Ground state and variational principle.** `exists_ground` shows that the set of energies is finite and, by the spectral theorem, non-empty, so it has a minimum. `variational` shifts the matrix by its lowest energy $E$. Every eigenvalue of $A-E$ is an excitation energy and hence non-negative, so $A-E$ is positive semidefinite, which is the inequality $E\,|\psi|^2\le\psi\cdot A\psi$.

**Upper bound.** `trial_state` builds $e$ and $f$, which is where $N\ge2$ enters, and computes $\psi\cdot\psi$ and $\psi\cdot H\psi$ without normalising $\psi$; hence the factors of 2. `ground_energy_bounds` inserts the optimal amplitudes. The identity `hid` says that the trial energy is $w/2-R$ times the squared norm, and cancelling that positive norm leaves the bound.

**Two levels.** `form_nonneg` proves that a form $xp^2+2gpq+yq^2$ with $x>0$ and $g^2\le xy$ is non-negative, by multiplying with $x$ and completing the square. `two_level_ground_energy` applies it to the two forms above as `q1` and `q2`. If $E$ were below $w/2-R$, these would contradict the energy formula, and `nlinarith` finds the contradiction. Together with the upper bound, `le_antisymm` gives equality.
